# For distinct levels and rapidities, the Richardson equations imply quadratic equations free of rapidities

**Q:** The claim is this. Take distinct complex levels e_i and distinct complex rapidities v_a, none equal to a level. Suppose that for every a

2 Σ_{b≠a} 1/(v_a − v_b) = c + Σ_i 1/(v_a − e_i).

Then the level sums L_j = Σ_a 1/(e_j − v_a) satisfy, for every j,

L_j² = c L_j + Σ_{i≠j} (L_j − L_i)/(e_j − e_i).

Where is the physics in that?

**A:** In the hypothesis. Consider the reduced pairing Hamiltonian in the seniority-zero sector, where each level is empty or holds one pair. Let e_i be twice the single-particle energy of level i, and let −G be the amplitude for moving a pair from one level to another, with the same −G as a diagonal term for each pair. The first set of equations then fixes the pair energies v_a, with c = 1/G the inverse pairing strength. For this integrable model, the quadratic system lets a numerical solver work with one unknown per level. It also helps at nonzero G when two rapidities approach the same level: the Richardson equations then contain large terms that cancel, while the L_j stay bounded.

The code contains no Hamiltonian and no eigenstates. It starts from the equations.

**Q:** Show me the derivation before any code.

**A:** Square L_j and separate the terms with equal indices. For a ≠ b, partial fractions give

1/((e_j − v_a)(e_j − v_b)) = [1/(e_j − v_a) − 1/(e_j − v_b)]/(v_a − v_b).

Summed over ordered pairs, the two terms on the right contribute equally after a and b are exchanged, so

L_j² = Σ_a 1/(e_j − v_a)² + Σ_a 1/(e_j − v_a) · 2 Σ_{b≠a} 1/(v_a − v_b).

Now take the differences between levels. For one rapidity and i ≠ j,

[1/(e_j − v_a) − 1/(e_i − v_a)]/(e_j − e_i) = 1/(e_j − v_a) · 1/(v_a − e_i).

Sum over i ≠ j, then add and subtract the term i = j. Since 1/(v_a − e_j) = −1/(e_j − v_a), this gives

Σ_{i≠j} (L_j − L_i)/(e_j − e_i) = Σ_a 1/(e_j − v_a) · Σ_i 1/(v_a − e_i) + Σ_a 1/(e_j − v_a)².

Subtract this and c L_j from L_j². The squares cancel, leaving

L_j² − c L_j − Σ_{i≠j} (L_j − L_i)/(e_j − e_i) = Σ_a R_a/(e_j − v_a),

R_a = 2 Σ_{b≠a} 1/(v_a − v_b) − c − Σ_i 1/(v_a − e_i).

The Richardson equations say that every R_a is zero, and the result follows.

**Q:** Where would I go wrong if I did this myself?

**A:** At the term i = j. The Richardson sum runs over all levels, the difference sum over all but one. Treat them as the same and a double pole is left over. With one level and one rapidity, the Richardson equation gives L = c, so L² = cL is correct. The careless version gives L² = cL + L², hence cL = 0, which is false because L = c is nonzero.

**Q:** Now the formal side. What are the levels and rapidities there?

**A:** Complex-valued functions on two finite index types, `ι` for levels and `α` for rapidities. Their sizes, N and M, are arbitrary, and either may be zero.

```lean
import Mathlib

open Finset

namespace RichardsonGaudin

noncomputable section

variable {ι α : Type*} [Fintype ι] [Fintype α] [DecidableEq ι] [DecidableEq α]
```

The Richardson equations are a proposition about c, e and v. The set `univ.erase a` is "all b except a".

```lean
/-- The Richardson equations for rapidities `v`, levels `e` and constant `c`; their domain is
distinct rapidities that avoid all levels. -/
def RichardsonEqs (c : ℂ) (e : ι → ℂ) (v : α → ℂ) : Prop :=
  ∀ a, 2 * ∑ b ∈ univ.erase a, 1 / (v a - v b) = c + ∑ i, 1 / (v a - e i)
```

The defect R_a is the left side minus the right side.

```lean
/-- Left side minus right side of the Richardson equation of rapidity `a`, for distinct
rapidities that avoid all levels. -/
def defect (c : ℂ) (e : ι → ℂ) (v : α → ℂ) (a : α) : ℂ :=
  2 * ∑ b ∈ univ.erase a, 1 / (v a - v b) - c - ∑ i, 1 / (v a - e i)
```

`Lam e v j` is L_j. Note the sign convention: level minus rapidity here, rapidity minus level in the Richardson equations.

```lean
/-- The level variable `L_j = ∑_a 1/(e_j - v_a)`, for rapidities different from `e_j`. -/
def Lam (e : ι → ℂ) (v : α → ℂ) (j : ι) : ℂ := ∑ a, 1 / (e j - v a)
```

The quadratic system is stated for any function `L` on the levels, so its definition makes no reference to rapidities.

```lean
/-- The quadratic equations for one unknown `L_j` per level, for distinct levels. -/
def QuadraticEqs (c : ℂ) (e L : ι → ℂ) : Prop :=
  ∀ j, L j ^ 2 = c * L j + ∑ i ∈ univ.erase j, (L j - L i) / (e j - e i)
```

**Q:** Those definitions don't demand that anything be distinct. Could a vanishing denominator slip through?

**A:** The theorems demand it. `Function.Injective e` and `Function.Injective v` say that levels and rapidities are each distinct, and `hev` says that no level equals a rapidity. Collisions, where a rapidity actually reaches a level, are therefore not covered. Nor does anything require real levels or rapidities in conjugate pairs; those are special cases.

**Q:** Does the proof follow your algebra?

**A:** Closely. In the expansion of L_j², `h` is the partial fraction for one pair, with a separate case for a = b. `hc` exchanges the two indices, and `hd` collects the factor 2. Lean's convention 1/0 = 0 lets the code put the missing term b = a back into the sum without changing it. The `linear_combination` steps verify the fraction identities from the fact that each nonzero denominator times its reciprocal is 1.

```lean
omit [Fintype ι] [DecidableEq ι] in
/-- For distinct rapidities that avoid the levels, the square of `L_j` splits into a diagonal
part and a part with the pair sums of the Richardson equations. -/
theorem Lam_sq (e : ι → ℂ) (v : α → ℂ) (hv : Function.Injective v)
    (hev : ∀ i a, e i ≠ v a) (j : ι) :
    Lam e v j ^ 2 = ∑ a, (1 / (e j - v a)) ^ 2
      + ∑ a, 1 / (e j - v a) * (2 * ∑ b ∈ univ.erase a, 1 / (v a - v b)) := by
  -- partial fractions for one pair of rapidities
  have h : ∀ a b, 1 / (e j - v a) * (1 / (e j - v b)) =
      1 / (e j - v a) * (1 / (v a - v b)) + 1 / (e j - v b) * (1 / (v b - v a))
        + if a = b then (1 / (e j - v a)) ^ 2 else 0 := by
    intro a b
    by_cases hab : a = b
    · subst hab
      rw [if_pos rfl, sub_self, div_zero]
      ring
    · have hA := mul_one_div_cancel (sub_ne_zero.2 (hev j a))
      have hB := mul_one_div_cancel (sub_ne_zero.2 (hev j b))
      have hw := mul_one_div_cancel (sub_ne_zero.2 (hv.ne hab))
      rw [if_neg hab, ← neg_sub (v a) (v b), div_neg]
      linear_combination (-(1 / (e j - v a) * (1 / (e j - v b)))) * hw
        + 1 / (e j - v a) * (1 / (v a - v b)) * hB
        - 1 / (e j - v b) * (1 / (v a - v b)) * hA
  have hc : ∑ a, ∑ b, 1 / (e j - v b) * (1 / (v b - v a))
      = ∑ a, ∑ b, 1 / (e j - v a) * (1 / (v a - v b)) := Finset.sum_comm
  have hd : ∑ a, 1 / (e j - v a) * (2 * ∑ b ∈ univ.erase a, 1 / (v a - v b))
      = 2 * ∑ a, ∑ b, 1 / (e j - v a) * (1 / (v a - v b)) := by
    rw [Finset.mul_sum]
    refine sum_congr rfl fun a _ => ?_
    rw [Finset.sum_erase _ (by simp), ← Finset.mul_sum]
    ring
  have hs : Lam e v j ^ 2 = ∑ a, ∑ b, 1 / (e j - v a) * (1 / (e j - v b)) := by
    rw [Lam, sq, Finset.sum_mul_sum]
  rw [hs, sum_congr rfl fun a _ => sum_congr rfl fun b _ => h a b]
  simp only [sum_add_distrib, sum_ite_eq, mem_univ, if_true]
  rw [hc, hd]
  ring
```

For the level differences, `key` handles one rapidity at a time. Inside it, `h1` is the identity for i ≠ j, and `hm` restores the term i = j, which produces the square. The last lines exchange the sums over rapidities and levels.

```lean
omit [DecidableEq α] in
/-- For distinct levels avoided by the rapidities, the divided differences of `L` at level `j` add
up to the level sums of the Richardson equations, weighted by `1/(e_j - v_a)` and summed over `a`,
plus the diagonal part `∑_a (1/(e_j - v_a))^2`. -/
theorem sum_divided_difference (e : ι → ℂ) (v : α → ℂ) (he : Function.Injective e)
    (hev : ∀ i a, e i ≠ v a) (j : ι) :
    ∑ i ∈ univ.erase j, (Lam e v j - Lam e v i) / (e j - e i)
      = ∑ a, 1 / (e j - v a) * ∑ i, 1 / (v a - e i) + ∑ a, (1 / (e j - v a)) ^ 2 := by
  have key : ∀ a, ∑ i ∈ univ.erase j, (1 / (e j - v a) - 1 / (e i - v a)) / (e j - e i)
      = 1 / (e j - v a) * ∑ i, 1 / (v a - e i) + (1 / (e j - v a)) ^ 2 := by
    intro a
    have hm : 1 / (v a - e j) + ∑ i ∈ univ.erase j, 1 / (v a - e i)
        = ∑ i, 1 / (v a - e i) :=
      Finset.add_sum_erase univ (fun i => 1 / (v a - e i)) (mem_univ j)
    have h1 : ∑ i ∈ univ.erase j, (1 / (e j - v a) - 1 / (e i - v a)) / (e j - e i)
        = 1 / (e j - v a) * ∑ i ∈ univ.erase j, 1 / (v a - e i) := by
      rw [Finset.mul_sum]
      refine sum_congr rfl fun i hi => ?_
      have hp := mul_one_div_cancel (sub_ne_zero.2 (hev j a))
      have hq := mul_one_div_cancel (sub_ne_zero.2 (hev i a))
      rw [div_eq_iff (sub_ne_zero.2 (he.ne (ne_of_mem_erase hi).symm)),
        ← neg_sub (e i) (v a), div_neg]
      linear_combination (-(1 / (e j - v a))) * hq + 1 / (e i - v a) * hp
    rw [h1, ← hm, ← neg_sub (e j) (v a), div_neg]
    ring
  rw [← sum_add_distrib, ← sum_congr rfl fun a _ => key a]
  symm
  refine Finset.sum_comm.trans (sum_congr rfl fun i _ => ?_)
  rw [← Finset.sum_div, Finset.sum_sub_distrib]
  rfl
```

Subtracting the two results gives the error identity, which holds whether or not the Richardson equations do.

```lean
/-- For distinct levels and distinct rapidities that avoid them, the error in the quadratic
equation of level `j` is the sum of the Richardson defects weighted by `1/(e_j - v_a)`. -/
theorem quadratic_error (c : ℂ) (e : ι → ℂ) (v : α → ℂ) (he : Function.Injective e)
    (hv : Function.Injective v) (hev : ∀ i a, e i ≠ v a) (j : ι) :
    Lam e v j ^ 2 - c * Lam e v j
      - ∑ i ∈ univ.erase j, (Lam e v j - Lam e v i) / (e j - e i)
      = ∑ a, defect c e v a / (e j - v a) := by
  have hd : ∑ a, defect c e v a / (e j - v a)
      = ∑ a, 1 / (e j - v a) * (2 * ∑ b ∈ univ.erase a, 1 / (v a - v b))
        - c * Lam e v j - ∑ a, 1 / (e j - v a) * ∑ i, 1 / (v a - e i) := by
    rw [Lam, Finset.mul_sum, ← sum_sub_distrib, ← sum_sub_distrib]
    refine sum_congr rfl fun a _ => ?_
    rw [defect]
    ring
  rw [hd]
  linear_combination Lam_sq e v hv hev j - sum_divided_difference e v he hev j
```

The main theorem sets every defect to zero.

```lean
/-- If distinct rapidities avoid the distinct levels and solve the Richardson equations, then
`L_j ^ 2 = c L_j + ∑_{i ≠ j} (L_j - L_i)/(e_j - e_i)` for every level `j`. -/
theorem quadratic_of_richardson (c : ℂ) (e : ι → ℂ) (v : α → ℂ)
    (he : Function.Injective e) (hv : Function.Injective v) (hev : ∀ i a, e i ≠ v a)
    (h : RichardsonEqs c e v) : QuadraticEqs c e (Lam e v) := by
  intro j
  have h0 : ∀ a, defect c e v a = 0 := fun a => by
    rw [defect]
    linear_combination h a
  have hq := quadratic_error c e v he hv hev j
  simp only [h0, zero_div, sum_const_zero] at hq
  linear_combination hq
```

**Q:** That is one direction. If a solver satisfies the quadratic equations, do I have a Richardson solution?

**A:** Yes, if your L_j come from distinct rapidities that avoid the levels, and M ≤ N. That counting condition is natural here, because each level holds at most one pair. The error identity then says Σ_a R_a/(e_j − v_a) = 0 at every level, and we need each R_a to vanish. If M = 0 there is nothing to show. Otherwise, multiply by all the denominators and consider

P(x) = Σ_b R_b Π_{d≠b} (x − v_d).

Its degree is at most M − 1, yet it vanishes at N ≥ M distinct levels, so it is the zero polynomial. At x = v_a only the term b = a survives:

0 = P(v_a) = R_a Π_{d≠a} (v_a − v_d).

The product is nonzero because the rapidities are distinct, so R_a = 0.

In the code, `hP` is the statement P = 0, obtained from the count of zeros against the degree, and `hS` isolates the surviving term at v_a.

```lean
omit [DecidableEq ι] in
/-- For distinct levels, distinct rapidities that avoid them, and no more rapidities than levels,
weights `R_a` with `∑_a R_a/(e_j - v_a) = 0` at every level all vanish. -/
theorem cauchy_kernel_injective (e : ι → ℂ) (v : α → ℂ) (he : Function.Injective e)
    (hv : Function.Injective v) (hev : ∀ i a, e i ≠ v a)
    (hcard : Fintype.card α ≤ Fintype.card ι) (R : α → ℂ)
    (h : ∀ j, ∑ a, R a / (e j - v a) = 0) (a : α) : R a = 0 := by
  -- clearing denominators gives a polynomial with more zeros than its degree
  have hP : (∑ b, Polynomial.C (R b) *
      ∏ d ∈ univ.erase b, (Polynomial.X - Polynomial.C (v d))) = 0 := by
    refine Polynomial.eq_zero_of_natDegree_lt_card_of_eval_eq_zero _ he (fun j => ?_) ?_
    · simp only [Polynomial.eval_finsetSum, Polynomial.eval_mul, Polynomial.eval_C,
        Polynomial.eval_prod, Polynomial.eval_sub, Polynomial.eval_X]
      rw [← mul_zero (∏ d, (e j - v d)), ← h j, Finset.mul_sum]
      refine sum_congr rfl fun b _ => ?_
      have hm : (e j - v b) * ∏ d ∈ univ.erase b, (e j - v d) = ∏ d, (e j - v d) :=
        Finset.mul_prod_erase univ (fun d => e j - v d) (mem_univ b)
      have hx := mul_one_div_cancel (sub_ne_zero.2 (hev j b))
      rw [← hm]
      linear_combination (-(R b * ∏ d ∈ univ.erase b, (e j - v d))) * hx
    · have hpos : 0 < Fintype.card α := Fintype.card_pos_iff.2 ⟨a⟩
      refine lt_of_le_of_lt (Polynomial.natDegree_sum_le_of_forall_le
        (n := Fintype.card α - 1) univ _ fun b _ => ?_) (by omega)
      refine (Polynomial.natDegree_C_mul_le _ _).trans
        ((Polynomial.natDegree_prod_le _ _).trans ?_)
      simp [Finset.card_erase_of_mem]
  -- its value at `v a` isolates the weight `R a`
  have hE := congrArg (Polynomial.eval (v a)) hP
  simp only [Polynomial.eval_finsetSum, Polynomial.eval_mul, Polynomial.eval_C,
    Polynomial.eval_prod, Polynomial.eval_sub, Polynomial.eval_X, Polynomial.eval_zero] at hE
  have hS : ∑ b, R b * ∏ d ∈ univ.erase b, (v a - v d)
      = R a * ∏ d ∈ univ.erase a, (v a - v d) := by
    refine Finset.sum_eq_single a (fun b _ hb => ?_) (fun ha => absurd (mem_univ a) ha)
    rw [Finset.prod_eq_zero (mem_erase.2 ⟨hb.symm, mem_univ a⟩) (sub_self _), mul_zero]
  rw [hS] at hE
  exact (mul_eq_zero.1 hE).resolve_right (Finset.prod_ne_zero_iff.2 fun d hd =>
    sub_ne_zero.2 (hv.ne (ne_of_mem_erase hd).symm))
```

Applying this to the defects gives the converse.

```lean
/-- Converse: for distinct levels, distinct rapidities that avoid them, and no more rapidities
than levels, the quadratic equations for `L` imply the Richardson equations. -/
theorem richardson_of_quadratic (c : ℂ) (e : ι → ℂ) (v : α → ℂ)
    (he : Function.Injective e) (hv : Function.Injective v) (hev : ∀ i a, e i ≠ v a)
    (hcard : Fintype.card α ≤ Fintype.card ι) (h : QuadraticEqs c e (Lam e v)) :
    RichardsonEqs c e v := by
  intro a
  have h0 := cauchy_kernel_injective e v he hv hev hcard (defect c e v)
    (fun j => by
      rw [← quadratic_error c e v he hv hev j]
      linear_combination h j) a
  rw [defect] at h0
  linear_combination h0
```

**Q:** But a solver hands me numbers L_j, not rapidities.

**A:** Then the converse doesn't apply yet. It assumes that the L_j have the form `Lam e v`; it doesn't construct v from an arbitrary solution of the quadratic system.

**Q:** And if there are more rapidities than levels?

**A:** The converse can fail. Take one level at 0, rapidities 1 and −1, and c = 1. Then L = −1 + 1 = 0, and the quadratic equation reads 0 = 0. The Richardson equation for v = 1 has 2/(1 − (−1)) = 1 on the left and 1 + 1/(1 − 0) = 2 on the right. The file checks both halves by direct evaluation.

```lean
/-- With one level at `0`, two rapidities `1, -1` and `c = 1`, the quadratic equation holds
and the Richardson equations fail. -/
theorem converse_fails_for_two_rapidities_one_level :
    QuadraticEqs 1 (fun _ : Fin 1 => (0 : ℂ)) (Lam (fun _ => 0) ![1, -1]) ∧
      ¬ RichardsonEqs 1 (fun _ : Fin 1 => (0 : ℂ)) ![1, -1] := by
  constructor
  · have hL : ∀ j : Fin 1, Lam (fun _ => (0 : ℂ)) ![1, -1] j = 0 := by
      intro j
      norm_num [Lam, Fin.sum_univ_two]
    intro j
    simp [hL]
  · intro h
    have h0 := h 0
    rw [Finset.sum_erase _ (by simp)] at h0
    norm_num [Fin.sum_univ_two] at h0
```

**Q:** Last doubt: do the hypotheses of the main theorem ever hold for an interacting case, with more than one rapidity?

**A:** They do. Take levels 2 and −1/2, rapidities 1 and −1, and c = 4/3. For v = 1 the two sides are

2/(1 + 1) = 1 and 4/3 − 1 + 2/3 = 1.

For v = −1 they are

2/(−1 − 1) = −1 and 4/3 − 1/3 − 2 = −1.

Both level sums equal 4/3, so the difference term vanishes and L_j² = c L_j holds, as it should. In the pairing model this is the state with both levels filled. The proof runs through the finitely many indices for each distinctness condition and evaluates the two equations.

```lean
/-- The levels `2, -1/2` and the rapidities `1, -1` are distinct, avoid each other and solve the
Richardson equations with `c = 4/3`. -/
theorem richardson_witness :
    Function.Injective ![(2 : ℂ), -1 / 2] ∧ Function.Injective ![(1 : ℂ), -1] ∧
      (∀ i a : Fin 2, ![(2 : ℂ), -1 / 2] i ≠ ![(1 : ℂ), -1] a) ∧
      RichardsonEqs (4 / 3) ![(2 : ℂ), -1 / 2] ![(1 : ℂ), -1] := by
  refine ⟨?_, ?_, ?_, ?_⟩
  · intro i j h
    fin_cases i <;> fin_cases j <;> revert h <;> norm_num
  · intro i j h
    fin_cases i <;> fin_cases j <;> revert h <;> norm_num
  · intro i a
    fin_cases i <;> fin_cases a <;> norm_num
  · intro a
    rw [Finset.sum_erase _ (by simp)]
    fin_cases a <;> norm_num [Fin.sum_univ_two]

end

end RichardsonGaudin
```

```lean
#print axioms RichardsonGaudin.quadratic_of_richardson
#print axioms RichardsonGaudin.richardson_of_quadratic
#print axioms RichardsonGaudin.converse_fails_for_two_rapidities_one_level
```

```
'RichardsonGaudin.quadratic_of_richardson' depends on axioms: [propext, Classical.choice, Quot.sound]
'RichardsonGaudin.richardson_of_quadratic' depends on axioms: [propext, Classical.choice, Quot.sound]
'RichardsonGaudin.converse_fails_for_two_rapidities_one_level' depends on axioms: [propext, Classical.choice, Quot.sound]
```
